# Energy derivative of a rotating constrained moment as the torque of its transverse field

Let the energy E and the magnetic moment M be differentiable functions of the variational parameters, and let x(θ) be a differentiable path of parameters along which M = μe, where μ and e are differentiable and e' = n × e. If a field B satisfies DE = B·DM at x(θ) and is transverse to the moment, B·e = 0, then

dE(x(θ))/dθ = n·(M × B).

The size μ of the moment may change along the path. In non-collinear spin-density calculations this gives the energy gradient with respect to the direction of one moment, such as the moment of a muffin-tin sphere, provided that energy and moment are smooth functions of unconstrained parameters and the state is exactly stationary.

## From stationarity to the torque

A constraining field enters as a Lagrange multiplier: at fixed B, the parameters make

E(y) − B·M(y)

stationary. Setting its derivative to zero gives DE = B·DM. Here E is the energy without the coupling to the field.

The transversality of B reflects a constraint on the direction of the moment alone. To hold M parallel to a given direction e one requires M × e = 0. With a multiplier vector λ, the constraint term is

λ·(M × e) = M·(e × λ),

so the field is B = e × λ, which is perpendicular to e.

Now follow the path. By the chain rule and stationarity,

dE/dθ = DE[x'] = B·DM[x'] = B·dM/dθ.

The response x' of the parameters now enters only through the change of the moment. Since M = μe and e' = n × e,

dM/dθ = μ'e + μ(n × e).

Taking the scalar product with B and permuting the triple product cyclically, B·(n × e) = n·(e × B), gives

dE/dθ = μ' B·e + μ n·(e × B) = μ' B·e + n·(M × B).

The first term is the rate of work done by the longitudinal component of the field as the size of the moment changes. It vanishes when B·e = 0, which leaves the torque formula.

As for the sign, M × B is the torque that the field exerts on the moment. It balances the internal torque, whose scalar product with n is −dE/dθ.

## A longitudinal field can break the formula

Without B·e = 0 the formula can fail even in one dimension. Let z be the unit vector along the z-axis, and take

E(y) = y, M(y) = y z, B = z, x(θ) = θ, e = n = z, μ(θ) = θ.

Then DE = B·DM, and e' = 0 = n × e. The energy derivative is 1, but n·(M × B) = 0. The missing contribution is μ' B·e = 1.

## Constrained states in Lean

The parameters form a real normed space `V`. This includes ℝⁿ, and no finite dimension is assumed.

```lean
import Mathlib

open Matrix

namespace ConstrainingFieldTorque

noncomputable section

variable {V : Type*} [NormedAddCommGroup V] [NormedSpace ℝ V]
```

Moments and fields are functions `Fin 3 → ℝ`, that is, triples of real components, and `⬝ᵥ` is their scalar product. The first definition fixes the sign convention E − B·M.

```lean
/-- The energy with the coupling of the moment to a constraining field `B` subtracted. -/
def constrainedEnergy (E : V → ℝ) (M : V → Fin 3 → ℝ) (B : Fin 3 → ℝ) (y : V) : ℝ :=
  E y - B ⬝ᵥ M y
```

A constrained state is a point where this function has derivative zero with `B` held fixed. It need not be a minimum. Conditions such as orthonormality of orbitals are not part of the definition, so the parameters must already take them into account.

```lean
/-- The parameters `y` make the constrained energy stationary at fixed field `B`. -/
def IsConstrainedState (E : V → ℝ) (M : V → Fin 3 → ℝ) (B : Fin 3 → ℝ) (y : V) : Prop :=
  HasFDerivAt (constrainedEnergy E M B) (0 : V →L[ℝ] ℝ) y
```

To differentiate B·M by the chain rule, the map m ↦ B·m is packaged as a continuous linear functional.

```lean
/-- The coupling `m ↦ B · m` as a continuous linear functional of the moment. -/
def fieldCoupling (B : Fin 3 → ℝ) : (Fin 3 → ℝ) →L[ℝ] ℝ :=
  LinearMap.toContinuousLinearMap
    { toFun := fun m => B ⬝ᵥ m
      map_add' := fun u v => dotProduct_add B u v
      map_smul' := fun c m => dotProduct_smul c B m }
```

The next theorem connects the definition with the condition DE = B·DM. Here `E'` and `M'` are the derivatives of energy and moment at `y`, and `v` is an arbitrary variation of the parameters.

```lean
/-- For differentiable energy and moment, a state is constrained by the field `B` exactly when
`DE = B · DM` there. -/
theorem isConstrainedState_iff {E : V → ℝ} {M : V → Fin 3 → ℝ} {B : Fin 3 → ℝ} {y : V}
    {E' : V →L[ℝ] ℝ} {M' : V →L[ℝ] (Fin 3 → ℝ)}
    (hE : HasFDerivAt E E' y) (hM : HasFDerivAt M M' y) :
    IsConstrainedState E M B y ↔ ∀ v, E' v = B ⬝ᵥ M' v := by
  have h : HasFDerivAt (constrainedEnergy E M B) (E' - (fieldCoupling B).comp M') y :=
    hE.sub ((fieldCoupling B).hasFDerivAt.comp y hM)
  constructor
  · intro hs v
    have h0 := congrArg (fun L : V →L[ℝ] ℝ => L v) (h.unique hs)
    have h1 : E' v - B ⬝ᵥ M' v = 0 := h0
    linarith
  · intro hv
    have h0 : E' - (fieldCoupling B).comp M' = 0 := by
      ext v
      exact sub_eq_zero.2 (hv v)
    rw [h0] at h
    exact h
```

The proof first computes the derivative of the constrained energy as DE − B·DM. If the state is constrained, uniqueness of the derivative makes this functional zero, and evaluating it on `v` gives the equation. Conversely, if the equation holds for every `v`, the functional is zero.

## The energy follows the moment

The statement dE/dθ = B·dM/dθ needs stationarity only at the point x(θ). Neighbouring points of the path need not be constrained states.

```lean
/-- Along a path through a constrained state, the energy changes at the rate `B · dM/dθ`. -/
theorem energy_hasDerivAt {E : V → ℝ} {M : V → Fin 3 → ℝ} {B m' : Fin 3 → ℝ}
    {x : ℝ → V} {x' : V} {θ : ℝ} (hs : IsConstrainedState E M B (x θ))
    (hx : HasDerivAt x x' θ) (hm : HasDerivAt (fun t => M (x t)) m' θ) :
    HasDerivAt (fun t => E (x t)) (B ⬝ᵥ m') θ := by
  have hs' : HasFDerivAt (constrainedEnergy E M B) (0 : V →L[ℝ] ℝ) (x θ) := hs
  -- the constrained energy does not respond to first order
  have h1 : HasDerivAt (fun t => constrainedEnergy E M B (x t)) ((0 : V →L[ℝ] ℝ) x') θ :=
    hs'.comp_hasDerivAt θ hx
  have h2 : HasDerivAt (fun t => B ⬝ᵥ M (x t)) (B ⬝ᵥ m') θ :=
    (fieldCoupling B).hasFDerivAt.comp_hasDerivAt θ hm
  have hf : (fun t => E (x t)) =
      fun t => constrainedEnergy E M B (x t) + B ⬝ᵥ M (x t) := by
    funext t
    simp [constrainedEnergy]
  rw [hf]
  exact (h1.fun_add h2).congr_deriv (by simp)
```

The proof writes E = (E − B·M) + B·M along the path. The first part has derivative zero by stationarity (`h1`), and the second has derivative B·m' (`h2`), where `m'` is the derivative of the moment along the path. This is the chain-rule step of the derivation by hand, arranged so that E and M need not be separately differentiable as functions of the parameters; only the derivative of M along the path is used.

## Rotation of the moment

The hypothesis `hM` says that the moment along the path is μe, and `he` says that e' = n × e at θ. If n is a constant unit vector and this equation holds along the path, θ is the angle of rotation about n; in general θ is only a parameter. The vector `e` is not required to have unit length here, so μ is the signed size of the moment only when `e` is normalised.

```lean
section Rotation

variable {E : V → ℝ} {M : V → Fin 3 → ℝ} {B n : Fin 3 → ℝ} {x : ℝ → V} {x' : V}
  {μ : ℝ → ℝ} {μ' : ℝ} {e : ℝ → Fin 3 → ℝ} {θ : ℝ}

/-- For a field of any direction, the energy derivative is the torque term `n · (M × B)` plus a
longitudinal term `μ' B · e` from the changing size of the moment. -/
theorem energy_hasDerivAt_rotation (hs : IsConstrainedState E M B (x θ))
    (hx : HasDerivAt x x' θ) (hM : ∀ t, M (x t) = μ t • e t)
    (hμ : HasDerivAt μ μ' θ) (he : HasDerivAt e (n ⨯₃ e θ) θ) :
    HasDerivAt (fun t => E (x t)) (μ' * (B ⬝ᵥ e θ) + n ⬝ᵥ (M (x θ) ⨯₃ B)) θ := by
  have hm : HasDerivAt (fun t => M (x t)) (μ θ • (n ⨯₃ e θ) + μ' • e θ) θ := by
    rw [funext hM]
    exact hμ.smul he
  refine (energy_hasDerivAt hs hx hm).congr_deriv ?_
  -- cyclic permutation of the triple product
  rw [hM θ]
  simp only [dotProduct_add, dotProduct_smul, triple_product_permutation B n, map_smul,
    LinearMap.smul_apply, smul_eq_mul]
  ring
```

The product rule gives `hm`, the derivative of the moment. The preceding theorem turns it into an energy derivative, and `triple_product_permutation` supplies the cyclic permutation. The result holds for a field of any direction and contains both terms found above.

The same formula covers a neighbouring case, a moment of fixed direction and changing size. With n = 0 it reduces to dE/dθ = μ' B·e, so for a unit vector e the longitudinal component of the field is the derivative of the energy with respect to the size of the moment, whenever μ' ≠ 0.

The extra term also determines exactly when the torque formula is correct.

```lean
/-- The energy derivative equals `n · (M × B)` exactly when the size of the moment is stationary
or the field is transverse to the moment direction. -/
theorem torque_iff (hs : IsConstrainedState E M B (x θ))
    (hx : HasDerivAt x x' θ) (hM : ∀ t, M (x t) = μ t • e t)
    (hμ : HasDerivAt μ μ' θ) (he : HasDerivAt e (n ⨯₃ e θ) θ) :
    HasDerivAt (fun t => E (x t)) (n ⬝ᵥ (M (x θ) ⨯₃ B)) θ ↔ μ' = 0 ∨ B ⬝ᵥ e θ = 0 := by
  have h := energy_hasDerivAt_rotation hs hx hM hμ he
  constructor
  · intro ht
    have hu := ht.unique h
    exact mul_eq_zero.1 (by linarith)
  · intro h0
    exact h.congr_deriv (by rw [mul_eq_zero.2 h0, zero_add])
```

If the energy has derivative n·(M × B), uniqueness of the derivative forces μ' B·e = 0, so one of the factors vanishes. In the other direction, either condition removes the term. A field with a longitudinal component is therefore harmless at a point where the size of the moment is stationary.

The theorem for a transverse field takes the second alternative.

```lean
/-- When the moment direction turns about `n` and the constraining field is transverse, the
energy derivative is `n · (M × B)`. -/
theorem transverse_field_torque (hs : IsConstrainedState E M B (x θ))
    (hx : HasDerivAt x x' θ) (hM : ∀ t, M (x t) = μ t • e t)
    (hμ : HasDerivAt μ μ' θ) (he : HasDerivAt e (n ⨯₃ e θ) θ) (hB : B ⬝ᵥ e θ = 0) :
    HasDerivAt (fun t => E (x t)) (n ⬝ᵥ (M (x θ) ⨯₃ B)) θ :=
  (torque_iff hs hx hM hμ he).2 (Or.inr hB)

end Rotation
```

Here `hs` is the stationarity condition, which for differentiable E and M is equivalent to DE = B·DM. The existence of the constrained state and of a differentiable path through it is assumed.

## Energy differences and recovery of the field

When the hypotheses hold at every parameter value, the torque can be integrated. The field, the vector n and the size of the moment may all vary with the parameter.

```lean
/-- Along a path of constrained states with transverse fields, the energy difference between two
points is the integral of `n · (M × B)` over the path parameter, if this function is integrable. -/
theorem energy_difference_eq_integral {E : V → ℝ} {M : V → Fin 3 → ℝ}
    {B n e : ℝ → Fin 3 → ℝ} {x x' : ℝ → V} {μ μ' : ℝ → ℝ} {a b : ℝ}
    (hs : ∀ t, IsConstrainedState E M (B t) (x t))
    (hx : ∀ t, HasDerivAt x (x' t) t) (hM : ∀ t, M (x t) = μ t • e t)
    (hμ : ∀ t, HasDerivAt μ (μ' t) t) (he : ∀ t, HasDerivAt e (n t ⨯₃ e t) t)
    (hB : ∀ t, B t ⬝ᵥ e t = 0)
    (hint : IntervalIntegrable (fun t => n t ⬝ᵥ (M (x t) ⨯₃ B t)) MeasureTheory.volume a b) :
    ∫ t in a..b, n t ⬝ᵥ (M (x t) ⨯₃ B t) = E (x b) - E (x a) :=
  intervalIntegral.integral_eq_sub_of_hasDerivAt (f := fun t => E (x t))
    (fun t _ => transverse_field_torque (hs t) (hx t) hM (hμ t) (he t) (hB t)) hint
```

The proof applies the fundamental theorem of calculus to θ ↦ E(x(θ)), whose derivative is the torque. Integrability of the torque between `a` and `b` is a hypothesis. The result gives the energy difference between two orientations from the moments and the constraining fields along the path that joins them.

Together with the moment, the torque vector also determines a transverse field, if the moment does not vanish. For a unit vector e and B·e = 0, the expansion of the double cross product gives

(M × B) × e = B(M·e) − M(B·e) = μB.

```lean
/-- For a unit direction `e` and a transverse field, the torque vector `M × B` of the moment
`M = μ e` determines `μ B` as `(M × B) × e`. -/
theorem field_from_torque {B e : Fin 3 → ℝ} (μ : ℝ) (he : e ⬝ᵥ e = 1) (hB : B ⬝ᵥ e = 0) :
    ((μ • e) ⨯₃ B) ⨯₃ e = μ • B := by
  rw [vec3_dotProduct] at he hB
  ext i
  fin_cases i
  · simp [cross_apply]
    linear_combination μ * B 0 * he - μ * e 0 * hB
  · simp [cross_apply]
    linear_combination μ * B 1 * he - μ * e 1 * hB
  · simp [cross_apply]
    linear_combination μ * B 2 * he - μ * e 2 * hB
```

Lean checks this component by component. In each case `linear_combination` uses e·e = 1 for the first term of the expansion and B·e = 0 for the second.

## A rotating moment of varying length

A one-parameter model shows all the conditions satisfied together. The parameter space is ℝ, the path is x(φ) = φ, and the direction of the moment turns in the xz-plane.

```lean
/-- A unit vector turning in the xz-plane. -/
def modelDir (φ : ℝ) : Fin 3 → ℝ := ![Real.sin φ, 0, Real.cos φ]
```

The moment has length 2 + cos φ, which varies between 1 and 3.

```lean
/-- A moment along `modelDir` whose size `2 + cos φ` depends on the angle. -/
def modelMoment (φ : ℝ) : Fin 3 → ℝ := (2 + Real.cos φ) • modelDir φ
```

The energy is E(φ) = −2 cos φ + ½ sin² φ, with slope

E'(φ) = 2 sin φ + sin φ cos φ = (2 + cos φ) sin φ.

```lean
/-- A model energy depending on the angle of the moment. -/
def modelEnergy (φ : ℝ) : ℝ := -2 * Real.cos φ + Real.sin φ * Real.sin φ / 2
```

The field has magnitude |sin φ| and lies along e' = (cos φ, 0, −sin φ), up to sign.

```lean
/-- The constraining field of the model. -/
def modelField (φ : ℝ) : Fin 3 → ℝ := Real.sin φ • ![Real.cos φ, 0, -Real.sin φ]
```

Since e' is a unit vector perpendicular to e, the field satisfies B·e = 0 and

B·M' = (2 + cos φ) sin φ = E'.

```lean
/-- In the model, every angle is a constrained state with a transverse field, the size of the
moment is differentiable, and its direction turns about the y-axis. -/
theorem transverse_field_torque_witness (θ : ℝ) :
    IsConstrainedState modelEnergy modelMoment (modelField θ) θ ∧
    modelField θ ⬝ᵥ modelDir θ = 0 ∧
    HasDerivAt (fun φ => 2 + Real.cos φ) (-Real.sin θ) θ ∧
    HasDerivAt modelDir (![0, 1, 0] ⨯₃ modelDir θ) θ := by
  have hd : HasDerivAt modelDir ![Real.cos θ, 0, -Real.sin θ] θ := by
    refine hasDerivAt_pi.2 fun i => ?_
    fin_cases i
    · exact Real.hasDerivAt_sin θ
    · exact hasDerivAt_const θ (0 : ℝ)
    · exact Real.hasDerivAt_cos θ
  have hμ : HasDerivAt (fun φ => 2 + Real.cos φ) (-Real.sin θ) θ :=
    (Real.hasDerivAt_cos θ).const_add 2
  have hc : ![0, 1, 0] ⨯₃ modelDir θ = ![Real.cos θ, 0, -Real.sin θ] := by
    simp [cross_apply, modelDir]
  refine ⟨?_, ?_, hμ, by rw [hc]; exact hd⟩
  · have hM : HasDerivAt modelMoment ((2 + Real.cos θ) • ![Real.cos θ, 0, -Real.sin θ]
        + (-Real.sin θ) • modelDir θ) θ := hμ.smul hd
    have hE : HasDerivAt modelEnergy ((2 + Real.cos θ) * Real.sin θ) θ :=
      (((Real.hasDerivAt_cos θ).const_mul (-2)).fun_add
        (((Real.hasDerivAt_sin θ).fun_mul (Real.hasDerivAt_sin θ)).div_const 2)).congr_deriv
        (by ring)
    -- the slope of the energy is the field times the slope of the moment
    have key : (2 + Real.cos θ) * Real.sin θ = modelField θ ⬝ᵥ
        ((2 + Real.cos θ) • ![Real.cos θ, 0, -Real.sin θ] + (-Real.sin θ) • modelDir θ) := by
      simp [modelField, modelDir]
      linear_combination (-Real.sin θ * (2 + Real.cos θ)) * Real.sin_sq_add_cos_sq θ
    refine (isConstrainedState_iff hE.hasFDerivAt hM.hasFDerivAt).2 fun v => ?_
    have hv : v • ((2 + Real.cos θ) * Real.sin θ) = modelField θ ⬝ᵥ
        (v • ((2 + Real.cos θ) • ![Real.cos θ, 0, -Real.sin θ]
          + (-Real.sin θ) • modelDir θ)) := by
      rw [dotProduct_smul, ← key]
    exact hv
  · simp only [modelField, modelDir, smul_dotProduct, vec3_dotProduct, smul_eq_mul,
      Matrix.cons_val]
    ring

end

end ConstrainingFieldTorque
```

The four parts of the theorem state stationarity, transversality, the derivative of the moment's size, and rotation about the y-axis. The relation M = μe holds by the definition of `modelMoment`. In the proof, `hd` differentiates the direction, `hc` identifies that derivative with n × e, and `key` is the equality of E' and B·M'. The equivalence for constrained states then converts `key` into stationarity; because the parameter space is ℝ, a variation `v` only multiplies both sides by a number.

```lean
#print axioms ConstrainingFieldTorque.transverse_field_torque
#print axioms ConstrainingFieldTorque.energy_difference_eq_integral
#print axioms ConstrainingFieldTorque.field_from_torque
```

```
'ConstrainingFieldTorque.transverse_field_torque' depends on axioms: [propext, Classical.choice, Quot.sound]
'ConstrainingFieldTorque.energy_difference_eq_integral' depends on axioms: [propext, Classical.choice, Quot.sound]
'ConstrainingFieldTorque.field_from_torque' depends on axioms: [propext, Classical.choice, Quot.sound]
```
